# Counting the linear k·p couplings allowed by a finite unitary symmetry group

**Q:** Before I fit a k·p model near a high-symmetry point, I have to fix the number of independent coefficients in its linear term. With $n$ bands and $m$ wave-vector components, I write $H(k)=\sum_i k_iX_i$, with $k$ measured from that point, and ask which $n\times n$ matrices $X_i$ symmetry permits. You say a character sum gives the number. What exactly is being counted?

**A:** The complex dimension of the space of permitted tuples $X=(X_i)$. For a finite group $G$ of symmetries that leave the expansion point fixed, up to a reciprocal lattice vector, it is

$$d=\frac1{|G|}\sum_{g\in G}|\operatorname{tr}D(g)|^2\,\operatorname{tr}R(g).$$

Here $D(g)$ is the unitary matrix acting on the bands, and $R(g)$ is the real orthogonal matrix acting on $k$. In the code both are group homomorphisms, so $D(gh)=D(g)D(h)$ holds without extra phases.

In Lean 4 with Mathlib:

```lean
import Mathlib

open Matrix

namespace LinearBandInvariants

noncomputable section

variable {G m n : Type*} [Group G] [Fintype m] [DecidableEq m] [Fintype n] [DecidableEq n]
variable (D : G →* Matrix.unitaryGroup n ℂ) (R : G →* Matrix.orthogonalGroup m ℝ)
```

**Q:** And how does a symmetry act on a tuple?

**A:** In two ways. It conjugates each matrix, and it mixes the components. The joint action is

$$(g\cdot X)_i=\sum_j R(g)_{ij}\,D(g)X_jD(g)^{-1}.$$

The definitions `conjugate`, `mix` and `act` are these two operations and their composition, each a complex-linear map.

```lean
/-- The symmetry `g` acts on a band operator `A` as `D(g) A D(g)⁻¹`. -/
def conjugate (g : G) : Matrix n n ℂ →ₗ[ℂ] Matrix n n ℂ where
  toFun A := (D g : Matrix n n ℂ) * A * (D g⁻¹ : Matrix n n ℂ)
  map_add' A B := by rw [mul_add, add_mul]
  map_smul' c A := by simp

/-- The symmetry `g` mixes the components of a tuple of matrices by the real matrix `R(g)`. -/
def mix (g : G) : (m → Matrix n n ℂ) →ₗ[ℂ] (m → Matrix n n ℂ) where
  toFun Y i := ∑ j, (((R g : Matrix m m ℝ) i j : ℝ) : ℂ) • Y j
  map_add' X Y := by
    funext i
    simp only [Pi.add_apply, smul_add, Finset.sum_add_distrib]
  map_smul' c Y := by
    funext i
    simp only [Pi.smul_apply, RingHom.id_apply, Finset.smul_sum]
    exact Finset.sum_congr rfl fun j _ => smul_comm _ _ _

/-- The joint action on tuples: conjugate every matrix by `D(g)`, then mix components by `R(g)`. -/
def act (g : G) : (m → Matrix n n ℂ) →ₗ[ℂ] (m → Matrix n n ℂ) :=
  mix R g ∘ₗ (conjugate D g).compLeft m
```

**Q:** My symmetry condition is $D(g)H(k)D(g)^{-1}=H(R(g)k)$. Is that what the formal statement imposes?

**A:** It imposes the component version, for every $g$ in a set $S$:

$$D(g)X_iD(g)^{-1}=\sum_j R(g)_{ji}X_j.$$

The tuples obeying it form the subspace `covariantTuples D R S`, and `kpHamiltonian` is your $H(k)$.

```lean
/-- The tuples with `D(g) X_i D(g)⁻¹ = ∑_j R(g)_ji X_j` for every `g` in the set `S`. -/
def covariantTuples (S : Set G) : Submodule ℂ (m → Matrix n n ℂ) where
  carrier := {X | ∀ g ∈ S, ∀ i,
    conjugate D g (X i) = ∑ j, (((R g : Matrix m m ℝ) j i : ℝ) : ℂ) • X j}
  add_mem' := by
    intro X Y hX hY g hg i
    simp only [Pi.add_apply, map_add, smul_add, Finset.sum_add_distrib, hX g hg i, hY g hg i]
  zero_mem' := by
    intro g _ i
    simp
  smul_mem' := by
    intro c X hX g hg i
    simp only [Pi.smul_apply, map_smul, hX g hg i, Finset.smul_sum]
    exact Finset.sum_congr rfl fun j _ => smul_comm _ _ _

/-- The Hamiltonian `H(k) = ∑_i k_i X_i`, linear in the wave vector `k`. -/
def kpHamiltonian (X : m → Matrix n n ℂ) (k : m → ℝ) : Matrix n n ℂ :=
  ∑ i, ((k i : ℝ) : ℂ) • X i
```

**Q:** The indices on $R$ look transposed.

**A:** They are the ones your condition requires. Inserting the component relation gives

$$D(g)H(k)D(g)^{-1}=\sum_i k_i\sum_jR(g)_{ji}X_j=\sum_j(R(g)k)_jX_j=H(R(g)k).$$

Conversely, take $k=e_i$, the $i$th unit vector. Then $H(e_i)=X_i$ and $(R(g)e_i)_j=R(g)_{ji}$, which returns the component relation. The theorem `covariant_iff_hamiltonian` proves both directions: the first exchanges the two sums, the second evaluates at `Pi.single i 1`.

```lean
/-- A tuple is covariant under `S` exactly when its linear Hamiltonian satisfies
`D(g) H(k) D(g)⁻¹ = H(R(g) k)` for all `g` in `S` and all `k`. -/
theorem covariant_iff_hamiltonian (S : Set G) (X : m → Matrix n n ℂ) :
    X ∈ covariantTuples D R S ↔ ∀ g ∈ S, ∀ k : m → ℝ,
      conjugate D g (kpHamiltonian X k) = kpHamiltonian X ((R g : Matrix m m ℝ) *ᵥ k) := by
  constructor
  · intro h g hg k
    simp only [kpHamiltonian, map_sum, map_smul, h g hg _, Matrix.mulVec, dotProduct,
      Complex.ofReal_sum, Complex.ofReal_mul, Finset.sum_smul, Finset.smul_sum, smul_smul]
    rw [Finset.sum_comm]
    exact Finset.sum_congr rfl fun j _ => Finset.sum_congr rfl fun i _ => by rw [mul_comm]
  · intro h g hg i
    -- test the Hamiltonian on a unit wave vector
    have h1 : kpHamiltonian X (Pi.single i 1) = X i := by
      unfold kpHamiltonian
      rw [Finset.sum_eq_single i]
      · simp
      · intro j _ hj
        simp [hj]
      · simp
    have h2 : ∀ j, ((R g : Matrix m m ℝ) *ᵥ Pi.single i 1) j = (R g : Matrix m m ℝ) j i := by
      intro j
      simp [Matrix.mulVec, dotProduct, Pi.single_apply]
    have h3 := h g hg (Pi.single i 1)
    rw [h1] at h3
    rw [h3]
    simp only [kpHamiltonian, h2]
```

**Q:** My Hamiltonian is Hermitian, but your matrices are arbitrary complex ones. Doesn't that inflate the count?

**A:** No: the complex dimension of the space of all permitted tuples equals the number of real parameters in the Hermitian ones. Taking the adjoint of the component relation leaves its form unchanged, because $D(g)$ is unitary and $R(g)$ is real:

$$D(g)X_i^\dagger D(g)^{-1}=\sum_jR(g)_{ji}X_j^\dagger.$$

That is `adjoint_mem`. Every permitted tuple therefore splits as $X=A+iB$, with $A=(X+X^\dagger)/2$ and $B=(X-X^\dagger)/(2i)$ both Hermitian and permitted. The Hermitian tuples thus form a real space of dimension $d$, a consequence I am drawing by hand from the checked adjoint lemma.

```lean
/-- If a tuple is covariant, so is the tuple of its Hermitian adjoints. -/
theorem adjoint_mem (S : Set G) {X : m → Matrix n n ℂ} (hX : X ∈ covariantTuples D R S) :
    (fun i => (X i)ᴴ) ∈ covariantTuples D R S := by
  intro g hg i
  have hD : (D g⁻¹ : Matrix n n ℂ) = (D g : Matrix n n ℂ)ᴴ := by rw [map_inv]; rfl
  have h1 : conjugate D g (X i)ᴴ = (conjugate D g (X i))ᴴ := by
    change (D g : Matrix n n ℂ) * (X i)ᴴ * (D g⁻¹ : Matrix n n ℂ)
      = ((D g : Matrix n n ℂ) * X i * (D g⁻¹ : Matrix n n ℂ))ᴴ
    rw [hD, Matrix.conjTranspose_mul, Matrix.conjTranspose_mul,
      Matrix.conjTranspose_conjTranspose, mul_assoc]
  change conjugate D g (X i)ᴴ = _
  rw [h1, hX g hg i, Matrix.conjTranspose_sum]
  refine Finset.sum_congr rfl fun j _ => ?_
  rw [Matrix.conjTranspose_smul, Complex.star_def, Complex.conj_ofReal]
```

**Q:** I normally impose the condition only on a few generators, whereas the formula sums over the whole group. What connects them?

**A:** The joint action respects products:

$$\begin{aligned}
(g\cdot(h\cdot X))_i&=\sum_{j,k}R(g)_{ij}R(h)_{jk}\,D(g)D(h)X_kD(h)^{-1}D(g)^{-1}\\
&=(gh\cdot X)_i .
\end{aligned}$$

In this line $k$ is a component index. The identity element acts trivially. The lemmas `mix_mul` and `mix_one` handle the component part, while `act_mul` and `act_one` add the conjugation. The key move in `act_mul` is that conjugation, being linear, passes through the sum over components.

```lean
omit [Fintype n] [DecidableEq n] in
lemma mix_mul (g h : G) (Y : m → Matrix n n ℂ) : mix R (g * h) Y = mix R g (mix R h Y) := by
  funext i
  have hR : (R (g * h) : Matrix m m ℝ) = (R g : Matrix m m ℝ) * (R h : Matrix m m ℝ) := by
    rw [map_mul]; rfl
  change ∑ k, (((R (g * h) : Matrix m m ℝ) i k : ℝ) : ℂ) • Y k
    = ∑ j, (((R g : Matrix m m ℝ) i j : ℝ) : ℂ) •
        ∑ k, (((R h : Matrix m m ℝ) j k : ℝ) : ℂ) • Y k
  simp only [hR, Matrix.mul_apply, Complex.ofReal_sum, Complex.ofReal_mul, Finset.sum_smul,
    Finset.smul_sum, smul_smul]
  exact Finset.sum_comm

omit [Fintype n] [DecidableEq n] in
lemma mix_one (Y : m → Matrix n n ℂ) : mix R 1 Y = Y := by
  funext i
  have hR : (R 1 : Matrix m m ℝ) = 1 := by rw [map_one]; rfl
  change ∑ j, (((R 1 : Matrix m m ℝ) i j : ℝ) : ℂ) • Y j = Y i
  rw [hR, Finset.sum_eq_single i]
  · simp
  · intro j _ hj
    simp [Matrix.one_apply_ne hj.symm]
  · simp

/-- The joint action respects the group product. -/
theorem act_mul (g h : G) (X : m → Matrix n n ℂ) :
    act D R (g * h) X = act D R g (act D R h X) := by
  have h1 : (fun i => conjugate D (g * h) (X i))
      = fun i => conjugate D g (conjugate D h (X i)) := by
    funext i
    simp [conjugate, mul_assoc]
  have h2 : (fun i => conjugate D g (mix R h (fun i => conjugate D h (X i)) i))
      = mix R h (fun i => conjugate D g (conjugate D h (X i))) := by
    funext i
    simp only [mix, LinearMap.coe_mk, AddHom.coe_mk, map_sum, map_smul]
  change mix R (g * h) (fun i => conjugate D (g * h) (X i))
    = mix R g (fun i => conjugate D g (mix R h (fun i => conjugate D h (X i)) i))
  rw [h1, h2, mix_mul]

lemma act_one (X : m → Matrix n n ℂ) : act D R 1 X = X := by
  change mix R 1 (fun i => conjugate D 1 (X i)) = X
  rw [mix_one]
  funext i
  simp [conjugate]
```

**Q:** That makes it a representation. Where does my symmetry condition enter?

**A:** It says that $g$ fixes $X$. Start from $g\cdot X=X$ and multiply the component index by $R(g)^{-1}=R(g)^{T}$. The result is

$$D(g)X_iD(g)^{-1}=\sum_j(R(g)^{-1})_{ij}X_j=\sum_jR(g)_{ji}X_j.$$

Multiplying by $R(g)$ reverses the step. In `act_eq_self_iff`, the auxiliary statement `hR` supplies the transpose, and each direction cancels a `mix` against its inverse.

```lean
/-- The joint action of `g` fixes a tuple exactly when the tuple is covariant under `g`. -/
theorem act_eq_self_iff (g : G) (X : m → Matrix n n ℂ) : act D R g X = X ↔
    ∀ i, conjugate D g (X i) = ∑ j, (((R g : Matrix m m ℝ) j i : ℝ) : ℂ) • X j := by
  -- orthogonality: the transpose of R(g) is R(g⁻¹)
  have hR : ∀ i, mix R g⁻¹ X i = ∑ j, (((R g : Matrix m m ℝ) j i : ℝ) : ℂ) • X j := by
    intro i
    change ∑ j, (((R g⁻¹ : Matrix m m ℝ) i j : ℝ) : ℂ) • X j = _
    rw [map_inv]
    rfl
  constructor
  · intro h i
    have e : mix R g⁻¹ (act D R g X) = fun i => conjugate D g (X i) := by
      change mix R g⁻¹ (mix R g (fun i => conjugate D g (X i))) = _
      rw [← mix_mul, inv_mul_cancel, mix_one]
    rw [h] at e
    exact (congrFun e i).symm.trans (hR i)
  · intro h
    have e : (fun i => conjugate D g (X i)) = mix R g⁻¹ X :=
      funext fun i => (h i).trans (hR i).symm
    change mix R g (fun i => conjugate D g (X i)) = X
    rw [e, ← mix_mul, mul_inv_cancel, mix_one]
```

Now fix $X$. If $g$ and $h$ leave it unchanged, so do $gh$ and $g^{-1}$, so the elements fixing $X$ form a subgroup. If that subgroup contains $S$ and $S$ generates $G$, it is all of $G$. The hypothesis `Subgroup.closure S = ⊤` says that $S$ generates $G$, and `mem_iff_of_generators` builds the subgroup explicitly.

```lean
/-- Covariance under a generating set is the same as invariance under the whole group. -/
theorem mem_iff_of_generators {S : Set G} (hS : Subgroup.closure S = ⊤)
    (X : m → Matrix n n ℂ) : X ∈ covariantTuples D R S ↔ ∀ g, act D R g X = X := by
  constructor
  · intro h g
    -- the symmetries fixing X form a subgroup
    let H : Subgroup G :=
      { carrier := {g | act D R g X = X}
        mul_mem' := by
          intro a b ha hb
          change act D R (a * b) X = X
          rw [act_mul, show act D R b X = X from hb]
          exact ha
        one_mem' := act_one D R X
        inv_mem' := by
          intro a ha
          have e := act_mul D R a⁻¹ a X
          rw [inv_mul_cancel, act_one, show act D R a X = X from ha] at e
          exact e.symm }
    have hH : Subgroup.closure S ≤ H :=
      (Subgroup.closure_le H).2 fun g hg => (act_eq_self_iff D R g X).2 (h g hg)
    exact hH (by rw [hS]; exact Subgroup.mem_top g)
  · intro h g _
    exact (act_eq_self_iff D R g X).1 (h g)
```

**Q:** Then I need the trace of this action. How do the three characters appear?

**A:** Use as basis the tuples with a single nonzero entry, equal to 1, at row $a$ and column $b$ of the $i$th matrix. The diagonal coefficient of the action on that basis tuple is

$$R(g)_{ii}\,D(g)_{aa}\,(D(g)^{-1})_{bb}.$$

Summing over $i,a,b$ factorises the trace:

$$\operatorname{tr}R(g)\,\operatorname{tr}D(g)\,\operatorname{tr}D(g)^{-1}
=\operatorname{tr}R(g)\,|\operatorname{tr}D(g)|^2,$$

since unitarity gives $\operatorname{tr}D(g)^{-1}=\overline{\operatorname{tr}D(g)}$. The map `entries` provides the coordinates, `diagonal_entry` computes the coefficient, and `trace_act` carries out the sum.

```lean
/-- A tuple of matrices listed by its entries. -/
def entries : (m → Matrix n n ℂ) ≃ₗ[ℂ] (m × n × n → ℂ) where
  toFun X p := X p.1 p.2.1 p.2.2
  invFun f i := Matrix.of fun a b => f (i, a, b)
  map_add' _ _ := rfl
  map_smul' _ _ := rfl
  left_inv _ := rfl
  right_inv _ := rfl

lemma diagonal_entry (g : G) (i : m) (a b : n) (Y : m → Matrix n n ℂ)
    (hY : ∀ j c d, Y j c d = if j = i ∧ c = a ∧ d = b then 1 else 0) :
    act D R g Y i a b = (((R g : Matrix m m ℝ) i i : ℝ) : ℂ) *
      ((D g : Matrix n n ℂ) a a * (D g⁻¹ : Matrix n n ℂ) b b) := by
  have h1 : act D R g Y i = (((R g : Matrix m m ℝ) i i : ℝ) : ℂ) • conjugate D g (Y i) := by
    refine Finset.sum_eq_single i (fun j _ hj => ?_) (fun h => absurd (Finset.mem_univ i) h)
    have h0 : Y j = 0 := by
      ext c d
      simp [hY, hj]
    change _ • conjugate D g (Y j) = 0
    rw [h0, map_zero, smul_zero]
  have h2 : ∀ d, ((D g : Matrix n n ℂ) * Y i) a d
      = if d = b then (D g : Matrix n n ℂ) a a else 0 := by
    intro d
    rw [Matrix.mul_apply]
    by_cases h : d = b <;> simp [hY, h]
  rw [h1, Matrix.smul_apply, smul_eq_mul]
  congr 1
  change ((D g : Matrix n n ℂ) * Y i * (D g⁻¹ : Matrix n n ℂ)) a b = _
  rw [Matrix.mul_apply]
  simp only [h2, ite_mul, zero_mul, Finset.sum_ite_eq', Finset.mem_univ, if_true]

/-- The character of the joint action on tuples is `|tr D(g)|² tr R(g)`. -/
theorem trace_act (g : G) : LinearMap.trace ℂ (m → Matrix n n ℂ) (act D R g)
    = ((‖(D g : Matrix n n ℂ).trace‖ ^ 2 * (R g : Matrix m m ℝ).trace : ℝ) : ℂ) := by
  have h : ∀ p : m × n × n, LinearMap.toMatrix (Module.Basis.ofEquivFun entries)
      (Module.Basis.ofEquivFun entries) (act D R g) p p
      = (((R g : Matrix m m ℝ) p.1 p.1 : ℝ) : ℂ) *
        ((D g : Matrix n n ℂ) p.2.1 p.2.1 * (D g⁻¹ : Matrix n n ℂ) p.2.2 p.2.2) := by
    rintro ⟨i, a, b⟩
    rw [LinearMap.toMatrix_apply, Module.Basis.ofEquivFun_repr_apply]
    refine diagonal_entry D R g i a b _ fun j c d => ?_
    rw [Module.Basis.coe_ofEquivFun]
    change (Pi.single (i, a, b) (1 : ℂ) : m × n × n → ℂ) (j, c, d) = _
    simp [Pi.single_apply]
  have hD : (D g⁻¹ : Matrix n n ℂ).trace = star (D g : Matrix n n ℂ).trace := by
    rw [map_inv]
    exact Matrix.trace_conjTranspose _
  have hsum : LinearMap.trace ℂ (m → Matrix n n ℂ) (act D R g)
      = (((R g : Matrix m m ℝ).trace : ℝ) : ℂ) *
        ((D g : Matrix n n ℂ).trace * (D g⁻¹ : Matrix n n ℂ).trace) := by
    rw [LinearMap.trace_eq_matrix_trace ℂ (Module.Basis.ofEquivFun entries)]
    simp only [Matrix.trace, Matrix.diag_apply, h, Fintype.sum_prod_type, Complex.ofReal_sum,
      ← Finset.mul_sum, ← Finset.sum_mul]
  rw [hsum, hD, Complex.star_def, Complex.mul_conj, Complex.normSq_eq_norm_sq,
    ← Complex.ofReal_mul, mul_comm]
```

**Q:** And why does averaging these traces give a dimension?

**A:** Let $PX=\frac1{|G|}\sum_g g\cdot X$. For any $h$,

$$h\cdot PX=\frac1{|G|}\sum_g(hg)\cdot X=PX,$$

because $g\mapsto hg$ only reorders the group. So $PX$ is always permitted. If $X$ is already permitted, every term equals $X$ and $PX=X$. Hence $P$ projects onto the permitted tuples, and the trace of a projection is the dimension of its range:

$$d=\operatorname{tr}P=\frac1{|G|}\sum_g|\operatorname{tr}D(g)|^2\operatorname{tr}R(g).$$

In `finrank_covariantTuples`, `hP` establishes the two projection properties, with `Equiv.mulLeft h` doing the reordering, and `hP.trace` turns the trace into the dimension. `Module.finrank ℂ` is $d$, read as a real number to match the right-hand side.

```lean
/-- The tuples covariant under a generating set of a finite group `G` form a complex space of
dimension `(1/|G|) ∑_g |tr D(g)|² tr R(g)`. -/
theorem finrank_covariantTuples [Fintype G] {S : Set G} (hS : Subgroup.closure S = ⊤) :
    (Module.finrank ℂ (covariantTuples D R S) : ℝ) = 1 / (Fintype.card G : ℝ) *
      ∑ g, ‖(D g : Matrix n n ℂ).trace‖ ^ 2 * (R g : Matrix m m ℝ).trace := by
  have hN : (Fintype.card G : ℂ) ≠ 0 := Nat.cast_ne_zero.2 Fintype.card_ne_zero
  -- the group average projects onto the covariant tuples
  have hP : LinearMap.IsProj (covariantTuples D R S)
      ((Fintype.card G : ℂ)⁻¹ • ∑ g, act D R g) := by
    constructor
    · intro X
      refine (mem_iff_of_generators D R hS _).2 fun h => ?_
      simp only [LinearMap.smul_apply, LinearMap.sum_apply, map_smul, map_sum, ← act_mul]
      congr 1
      exact Fintype.sum_equiv (Equiv.mulLeft h) _ _ fun _ => rfl
    · intro X hX
      have hfix := (mem_iff_of_generators D R hS X).1 hX
      simp only [LinearMap.smul_apply, LinearMap.sum_apply, hfix, Finset.sum_const,
        Finset.card_univ]
      rw [← Nat.cast_smul_eq_nsmul ℂ, smul_smul, inv_mul_cancel₀ hN, one_smul]
  -- the trace of a projection is the dimension of its range
  have ht := hP.trace
  rw [map_smul, map_sum] at ht
  simp only [trace_act] at ht
  apply Complex.ofReal_injective
  rw [Complex.ofReal_natCast, ← ht, smul_eq_mul]
  push_cast
  ring
```

**Q:** So a vanishing sum means no linear term at all?

**A:** Yes, within this model. The sum equals $|G|\,d$, so it is positive exactly when $d\geq1$, which is when a nonzero permitted tuple exists. That is `exists_coupling_iff`, which again assumes that $S$ generates the finite group $G$. If such a tuple exists, at least one of its Hermitian parts $A$ and $B$ is nonzero, so a Hermitian coupling exists too.

```lean
/-- A nonzero covariant tuple exists exactly when `∑_g |tr D(g)|² tr R(g)` is positive. -/
theorem exists_coupling_iff [Fintype G] {S : Set G} (hS : Subgroup.closure S = ⊤) :
    (∃ X ∈ covariantTuples D R S, X ≠ 0) ↔
      0 < ∑ g, ‖(D g : Matrix n n ℂ).trace‖ ^ 2 * (R g : Matrix m m ℝ).trace := by
  have hN : (0 : ℝ) < Fintype.card G := Nat.cast_pos.2 Fintype.card_pos
  have hd : ∑ g, ‖(D g : Matrix n n ℂ).trace‖ ^ 2 * (R g : Matrix m m ℝ).trace
      = Fintype.card G * (Module.finrank ℂ (covariantTuples D R S) : ℝ) := by
    rw [finrank_covariantTuples D R hS, ← mul_assoc, mul_one_div_cancel hN.ne', one_mul]
  rw [hd, ← Submodule.ne_bot_iff, ← Submodule.one_le_finrank_iff, mul_pos_iff_of_pos_left hN,
    Nat.cast_pos]
  exact Nat.succ_le_iff

end

end LinearBandInvariants
```

```lean
#print axioms LinearBandInvariants.covariant_iff_hamiltonian
#print axioms LinearBandInvariants.adjoint_mem
#print axioms LinearBandInvariants.exists_coupling_iff
```

```
'LinearBandInvariants.covariant_iff_hamiltonian' depends on axioms: [propext, Classical.choice, Quot.sound]
'LinearBandInvariants.adjoint_mem' depends on axioms: [propext, Classical.choice, Quot.sound]
'LinearBandInvariants.exists_coupling_iff' depends on axioms: [propext, Classical.choice, Quot.sound]
```

**Q:** Which physical situations must I keep out of this formula?

**A:** Those with antiunitary symmetries, such as time reversal, which can impose further constraints. A $D$ that multiplies only up to phases is outside the formal statement, though the formula itself survives: the phases cancel in $D(g)X_iD(g)^{-1}$ and in $|\operatorname{tr}D(g)|$. If the phases come only from half-integer spin, you can let $G$ be the double group, so that $D$ is an ordinary representation and the theorem applies as stated. The count also concerns only the term linear in $k$, not the constant or quadratic ones. For electronic structure, it gives the number of independent real linear coefficients, in a fixed band basis, of a finite-band, one-electron k·p model with finite unitary symmetry; their values must come from a calculation or from experiment.
